# Travelling waves that obey the dispersion relation solve Newton's equation for a harmonic chain

The chain is classical and infinite, with equal masses $m$ joined to their nearest neighbours by springs of constant $K$. The theorem `wave_isMotion` says that the displacements $u_n(t) = A\cos(qn - wt)$ satisfy Newton's equation at every site and every time, provided that $m w^2 = 4K\sin^2(q/2)$. Here $q$ is the phase change from one site to the next, and all the parameters are real, with no assumption about their signs. The proof differentiates the wave twice, expands the cosines of the two neighbours about the phase $qn - wt$, and then tries to close the goal with the dispersion relation and the half-angle identity `cos_half`.

Lean 4 with Mathlib refuses this proof:

```lean
import Mathlib

open Real

namespace PhononEnergyFlow

noncomputable section

/-- Newton's equation for the chain: the momentum of each mass changes at the rate given by
the forces of its two neighbouring springs. -/
def IsMotion (m K : ℝ) (u : ℤ → ℝ → ℝ) : Prop :=
  ∀ n t, DifferentiableAt ℝ (u n) t ∧
    HasDerivAt (fun s => m * deriv (u n) s)
      (K * (u (n + 1) t - 2 * u n t + u (n - 1) t)) t

/-- The travelling wave `A cos (q n - w t)`. -/
def wave (A q w : ℝ) (n : ℤ) (t : ℝ) : ℝ := A * cos (q * (n : ℝ) - w * t)

/-- The velocity of each mass in the travelling wave. -/
theorem deriv_wave (A q w : ℝ) (n : ℤ) :
    deriv (wave A q w n) = fun t => A * w * sin (q * (n : ℝ) - w * t) := by
  funext t
  have h := ((((hasDerivAt_id' t).const_mul w).const_sub (q * (n : ℝ))).cos).const_mul A
  have h' : HasDerivAt (wave A q w n) (A * w * sin (q * (n : ℝ) - w * t)) t :=
    h.congr_deriv (by ring)
  exact h'.deriv

private lemma cos_half (q : ℝ) : cos q = 1 - 2 * sin (q / 2) ^ 2 := by
  have h := Real.cos_two_mul (q / 2)
  rw [show 2 * (q / 2) = q by ring] at h
  linear_combination h + 2 * Real.sin_sq_add_cos_sq (q / 2)

/-- A travelling wave whose frequency obeys the dispersion relation solves Newton's equation. -/
theorem wave_isMotion {m K q w : ℝ} (A : ℝ) (hd : m * w ^ 2 = 4 * K * sin (q / 2) ^ 2) :
    IsMotion m K (wave A q w) := by
  intro n t
  have h0 := ((hasDerivAt_id' t).const_mul w).const_sub (q * (n : ℝ))
  refine ⟨(h0.cos.const_mul A).differentiableAt, ?_⟩
  simp only [deriv_wave]
  refine ((h0.sin.const_mul (A * w)).const_mul m).congr_deriv ?_
  have h1 : q * ((n + 1 : ℤ) : ℝ) - w * t = (q * (n : ℝ) - w * t) + q := by
    push_cast; ring
  have h2 : q * ((n - 1 : ℤ) : ℝ) - w * t = (q * (n : ℝ) - w * t) - q := by
    push_cast; ring
  simp only [wave]
  rw [h1, h2, Real.cos_add, Real.cos_sub]
  linear_combination (-A * cos (q * (n : ℝ) - w * t)) * hd
    - (2 * K * A * cos (q * (n : ℝ) - w * t)) * cos_half q

end

end PhononEnergyFlow
```

The compiler's answer:

```
Main.lean:47:2: error: ring failed, ring expressions not equal
m K q w A : ℝ
hd : m * w ^ 2 = 4 * K * sin (q / 2) ^ 2
n : ℤ
t : ℝ
h0 : HasDerivAt (fun x => q * ↑n - w * x) (-(w * 1)) t
h1 : q * ↑(n + 1) - w * t = q * ↑n - w * t + q
h2 : q * ↑(n - 1) - w * t = q * ↑n - w * t - q
⊢ -(m * A * w ^ 2 * cos (q * ↑n) * cos (w * t)) - m * A * w ^ 2 * sin (q * ↑n) * sin (w * t) +
                      m * A * w ^ 2 * cos (q * ↑n - w * t) +
                    A * cos (q * ↑n) * cos (w * t) * K * 2 -
                  A * cos (q * ↑n) * cos (w * t) * K * cos q +
                A * sin (q * ↑n) * sin (w * t) * K * 2 -
              A * sin (q * ↑n) * sin (w * t) * K * cos q -
            A * cos (q * ↑n - w * t) * K * 2 +
          A * cos (q * ↑n - w * t) * K * cos q * 2 +
        A * K * sin (q * ↑n - w * t) * sin q -
      A * K * cos (q * ↑n - w * t - q) =
    0
```

The error says that `ring`, called by `linear_combination`, could not reduce the remaining expression to zero. The trouble starts one line earlier. `Real.cos_sub` was given without arguments, so `rw` was free to choose which difference to expand, and it took `cos (q * ↑n - w * t)`, the cosine of the phase itself. Having fixed that choice, it left the neighbour's `cos (q * ↑n - w * t - q)` alone.

Both effects show in the message: products such as `cos (q * ↑n) * cos (w * t)` have appeared, and the neighbour's cosine is still there unexpanded. The coefficients given to `linear_combination` still contain the unexpanded `cos (q * ↑n - w * t)`, and `ring` doesn't know the trigonometric identities that relate these terms.

The repair gives `Real.cos_sub` its two arguments, the phase and `q`. Now the neighbour's cosine is expanded and the cosine of the phase stays whole. The `sin q` terms from the two neighbours cancel, and the original `linear_combination` closes the goal.

After these edits no error is left:

```diff
@@ -44,5 +44,5 @@
     push_cast; ring
   simp only [wave]
-  rw [h1, h2, Real.cos_add, Real.cos_sub]
+  rw [h1, h2, Real.cos_add, Real.cos_sub (q * (n : ℝ) - w * t) q]
   linear_combination (-A * cos (q * (n : ℝ) - w * t)) * hd
     - (2 * K * A * cos (q * (n : ℝ) - w * t)) * cos_half q
```
